# In a product of two irreducible species of a finite group, no species occurs more often than the smallest of the three dimensions

Let a set of operators of species $a$ act on a level of species $b$ in a symmetric molecule. The products of an operator and a state transform as the direct product of $a$ and $b$. This is a sum of irreducible species, and a species $c$ may occur in it more than once. In the matrix elements that lead to a level of species $c$, the symmetry group allows one independent constant for each occurrence, so it helps to know in advance how many there can be. For a finite group with unitary representations whose characters are orthonormal, the number is at most $\min(d_a,d_b,d_c)$, where $d_k$ is the dimension of species $k$. Irreducible here means irreducible over the complex numbers. A complex-conjugate pair merged into one real row, such as $E$ of $C_3$ with characters $2,-1,-1$, is not normalised and is not covered: there $E\otimes E$ contains $A$ twice.

The estimate behind this needs no group multiplication, so $G$ is at first just a finite set of operations.

In Lean 4 with Mathlib:

```lean
import Mathlib

open Finset ComplexConjugate
open scoped Kronecker

namespace DirectProductMultiplicity

noncomputable section

variable {G ι : Type*} [Fintype G]
```

For a complex function $f$ on $G$, write the average as $\langle f\rangle=\frac1{|G|}\sum_g f(g)$.

```lean
/-- The average of a complex function over a finite set of symmetry operations. -/
def groupAvg (f : G → ℂ) : ℂ := (∑ g, f g) / (Fintype.card G : ℂ)
```

The mean square modulus is $\langle|f|^2\rangle$, and $f$ is normalised when this equals 1.

```lean
/-- The average of the squared modulus of a function over the symmetry operations. -/
def meanSq (f : G → ℂ) : ℝ := (∑ g, ‖f g‖ ^ 2) / (Fintype.card G : ℝ)
```

A table of characters is a family $\chi_k$ with $\langle\chi_j\,\overline{\chi_k}\rangle=\delta_{jk}$. For the characters of pairwise inequivalent complex irreducible representations this is the orthogonality theorem; here it enters as a hypothesis, `RowsOrthonormal`.

```lean
/-- The rows of a table of characters are orthonormal under the group average. -/
def RowsOrthonormal [DecidableEq ι] (χ : ι → G → ℂ) : Prop :=
  ∀ j k, groupAvg (fun g => χ j g * conj (χ k g)) = if j = k then 1 else 0
```

## Bounding the average of three factors

Let $|f_1(g)|\le d$ for all $g$, and let $f_2$ and $f_3$ be normalised. Since $(|f_2|-|f_3|)^2\ge0$, we have $|f_2||f_3|\le\tfrac12(|f_2|^2+|f_3|^2)$. Hence

$$|\langle f_1f_2f_3\rangle|\le\langle|f_1||f_2||f_3|\rangle\le d\,\frac{\langle|f_2|^2\rangle+\langle|f_3|^2\rangle}{2}=d.$$

The `calc` block follows this chain with both sides multiplied by $|G|$; `nlinarith` supplies the inequality for the two moduli.

```lean
/-- If one factor is bounded by `d` and the other two are normalised, the average of the
triple product has modulus at most `d`. -/
theorem norm_avg_le_of_bound (f₁ f₂ f₃ : G → ℂ) {d : ℝ} (h₁ : ∀ g, ‖f₁ g‖ ≤ d)
    (h₂ : meanSq f₂ = 1) (h₃ : meanSq f₃ = 1) :
    ‖groupAvg (fun g => f₁ g * f₂ g * f₃ g)‖ ≤ d := by
  -- normalisation forces the set of operations to be non-empty
  have hN : (0 : ℝ) < (Fintype.card G : ℝ) := by
    rcases Nat.eq_zero_or_pos (Fintype.card G) with h | h
    · simp [meanSq, h] at h₂
    · exact_mod_cast h
  have s₂ : ∑ g, ‖f₂ g‖ ^ 2 = (Fintype.card G : ℝ) := by
    unfold meanSq at h₂
    rwa [div_eq_iff hN.ne', one_mul] at h₂
  have s₃ : ∑ g, ‖f₃ g‖ ^ 2 = (Fintype.card G : ℝ) := by
    unfold meanSq at h₃
    rwa [div_eq_iff hN.ne', one_mul] at h₃
  unfold groupAvg
  rw [norm_div, Complex.norm_natCast, div_le_iff₀ hN]
  calc ‖∑ g, f₁ g * f₂ g * f₃ g‖ ≤ ∑ g, ‖f₁ g * f₂ g * f₃ g‖ := norm_sum_le _ _
    _ ≤ ∑ g, d * ((‖f₂ g‖ ^ 2 + ‖f₃ g‖ ^ 2) / 2) := by
        refine Finset.sum_le_sum fun g _ => ?_
        rw [norm_mul, norm_mul, mul_assoc]
        have hd : 0 ≤ d := (norm_nonneg (f₁ g)).trans (h₁ g)
        -- the product of two moduli is at most the mean of their squares
        exact mul_le_mul (h₁ g) (by nlinarith [sq_nonneg (‖f₂ g‖ - ‖f₃ g‖)])
          (by positivity) hd
    _ = d * (Fintype.card G : ℝ) := by
        rw [← Finset.mul_sum, ← Finset.sum_div, Finset.sum_add_distrib, s₂, s₃]
        ring
```

If all three functions are normalised and $|f_i|\le d_i$, each can take the role of the bounded factor. The average is then at most $d_1$, $d_2$ and $d_3$, and so at most their minimum. The proof reorders the product and applies the previous theorem three times.

```lean
/-- The average of a product of three normalised functions bounded by `d₁`, `d₂`, `d₃` has
modulus at most the smallest of the three bounds. -/
theorem norm_triple_avg_le_min (f₁ f₂ f₃ : G → ℂ) {d₁ d₂ d₃ : ℝ}
    (n₁ : meanSq f₁ = 1) (n₂ : meanSq f₂ = 1) (n₃ : meanSq f₃ = 1)
    (b₁ : ∀ g, ‖f₁ g‖ ≤ d₁) (b₂ : ∀ g, ‖f₂ g‖ ≤ d₂) (b₃ : ∀ g, ‖f₃ g‖ ≤ d₃) :
    ‖groupAvg (fun g => f₁ g * f₂ g * f₃ g)‖ ≤ min d₁ (min d₂ d₃) := by
  -- each factor in turn plays the role of the bounded one
  have e₂ : (fun g => f₁ g * f₂ g * f₃ g) = fun g => f₂ g * f₁ g * f₃ g := by
    funext g; ring
  have e₃ : (fun g => f₁ g * f₂ g * f₃ g) = fun g => f₃ g * f₁ g * f₂ g := by
    funext g; ring
  refine le_min (norm_avg_le_of_bound f₁ f₂ f₃ b₁ n₂ n₃) (le_min ?_ ?_)
  · rw [e₂]; exact norm_avg_le_of_bound f₂ f₁ f₃ b₂ n₁ n₃
  · rw [e₃]; exact norm_avg_le_of_bound f₃ f₁ f₂ b₃ n₁ n₂
```

For general functions the bound can be reached. Take $f=d$ on a subset $S$ and $f=0$ elsewhere.

```lean
/-- The function equal to `d` on a set `S` of operations and zero elsewhere. -/
def plateau [DecidableEq G] (S : Finset G) (d : ℝ) (g : G) : ℂ := if g ∈ S then (d : ℂ) else 0
```

If $|S|\,d^2=|G|$, then $\langle|f|^2\rangle=|S|d^2/|G|=1$ and $\langle f^3\rangle=|S|d^3/|G|=d$. Such a function need not be a character, so this shows sharpness for functions and not for multiplicities.

```lean
/-- If `d ≥ 0` and `S` holds a fraction `1 / d ^ 2` of the operations, the plateau function of
height `d` is normalised and bounded by `d`, and the average of its cube equals `d`. -/
theorem bound_attained [DecidableEq G] [Nonempty G] (S : Finset G) {d : ℝ} (hd : 0 ≤ d)
    (hS : (S.card : ℝ) * d ^ 2 = (Fintype.card G : ℝ)) :
    meanSq (plateau S d) = 1 ∧ (∀ g, ‖plateau S d g‖ ≤ d) ∧
      groupAvg (fun g => plateau S d g * plateau S d g * plateau S d g) = (d : ℂ) := by
  have hN : (Fintype.card G : ℝ) ≠ 0 := by exact_mod_cast Fintype.card_ne_zero
  have hNc : (Fintype.card G : ℂ) ≠ 0 := by exact_mod_cast Fintype.card_ne_zero
  have hSc : (S.card : ℂ) * (d : ℂ) ^ 2 = (Fintype.card G : ℂ) := by exact_mod_cast hS
  refine ⟨?_, ?_, ?_⟩
  · have h : ∀ g, ‖plateau S d g‖ ^ 2 = if g ∈ S then d ^ 2 else 0 := by
      intro g; unfold plateau; split_ifs <;> simp
    simp only [meanSq, h, Finset.sum_ite_mem, Finset.univ_inter, Finset.sum_const,
      nsmul_eq_mul, hS]
    exact div_self hN
  · intro g
    unfold plateau
    split_ifs
    · simp [abs_of_nonneg hd]
    · simpa using hd
  · have h : ∀ g, plateau S d g * plateau S d g * plateau S d g
        = if g ∈ S then (d : ℂ) ^ 3 else 0 := by
      intro g; unfold plateau; split_ifs <;> ring
    simp only [groupAvg, h, Finset.sum_ite_mem, Finset.univ_inter, Finset.sum_const,
      nsmul_eq_mul]
    rw [div_eq_iff hNc]
    linear_combination (d : ℂ) * hSc
```

## From averages to multiplicities

Suppose a character $F$ is expanded as $F=\sum_k m_k\chi_k$ with natural numbers $m_k$. Exchanging the sums over $g$ and $k$ and using orthonormality gives

$$\langle F\,\overline{\chi_c}\rangle=\sum_k m_k\langle\chi_k\overline{\chi_c}\rangle=m_c.$$

```lean
/-- The number of times a species occurs in a reducible character `F` is the group average of
`F` times the conjugate character of that species. -/
theorem multiplicity_eq_avg [Fintype ι] [DecidableEq ι] {χ : ι → G → ℂ}
    (hχ : RowsOrthonormal χ) (F : G → ℂ) (m : ι → ℕ)
    (hm : ∀ g, F g = ∑ k, (m k : ℂ) * χ k g) (c : ι) :
    groupAvg (fun g => F g * conj (χ c g)) = (m c : ℂ) := by
  have h : ∀ k, groupAvg (fun g => χ k g * conj (χ c g)) = if k = c then 1 else 0 :=
    fun k => hχ k c
  have e : groupAvg (fun g => F g * conj (χ c g))
      = ∑ k, (m k : ℂ) * groupAvg (fun g => χ k g * conj (χ c g)) := by
    simp only [groupAvg, hm, Finset.sum_mul, Finset.sum_div, Finset.mul_sum]
    rw [Finset.sum_comm]
    exact Finset.sum_congr rfl fun k _ => Finset.sum_congr rfl fun g _ => by ring
  rw [e]
  simp only [h]
  simp
```

Now set $F=\chi_a\chi_b$. The functions $\chi_a$, $\chi_b$ and $\overline{\chi_c}$ are normalised, because $\langle\chi_k\overline{\chi_k}\rangle=\langle|\chi_k|^2\rangle=1$ and conjugation preserves the modulus. If $|\chi_k|\le d_k$, then

$$m_c=|\langle\chi_a\chi_b\overline{\chi_c}\rangle|\le\min(d_a,d_b,d_c).$$

The existence of the expansion is the hypothesis `hm`.

```lean
/-- In the product of species `a` and `b`, species `c` occurs at most as often as the smallest
of the three bounds `d a`, `d b`, `d c` on the characters. -/
theorem multiplicity_le_min [Fintype ι] [DecidableEq ι] {χ : ι → G → ℂ}
    (hχ : RowsOrthonormal χ) (d : ι → ℕ) (hd : ∀ k g, ‖χ k g‖ ≤ (d k : ℝ)) (a b c : ι)
    (m : ι → ℕ) (hm : ∀ g, χ a g * χ b g = ∑ k, (m k : ℂ) * χ k g) :
    m c ≤ min (d a) (min (d b) (d c)) := by
  have n : ∀ k, meanSq (χ k) = 1 := by
    intro k
    have h : groupAvg (fun g => χ k g * conj (χ k g)) = 1 := by
      have h' := hχ k k
      rwa [if_pos rfl] at h'
    have e : groupAvg (fun g => χ k g * conj (χ k g)) = ((meanSq (χ k) : ℝ) : ℂ) := by
      simp only [groupAvg, meanSq, Complex.mul_conj, Complex.normSq_eq_norm_sq,
        Complex.ofReal_div, Complex.ofReal_sum, Complex.ofReal_pow, Complex.ofReal_natCast]
    rw [e] at h
    exact_mod_cast h
  -- conjugation changes neither the modulus nor the normalisation
  have nc : meanSq (fun g => conj (χ c g)) = 1 := by
    have h := n c
    simpa only [meanSq, RCLike.norm_conj] using h
  have h := norm_triple_avg_le_min (χ a) (χ b) (fun g => conj (χ c g)) (n a) (n b) nc
    (hd a) (hd b) (fun g => by rw [RCLike.norm_conj]; exact hd c g)
  rw [multiplicity_eq_avg hχ (fun g => χ a g * χ b g) m hm c, Complex.norm_natCast] at h
  exact_mod_cast h
```

## Unitary representations

A representation is a homomorphism `D` from the group into the $n\times n$ unitary matrices, and its character is the trace. Every entry of a unitary matrix has modulus at most 1, so $|\mathrm{tr}\,D(g)|\le\sum_i|D_{ii}(g)|\le n$. This step holds for infinite groups too.

```lean
omit [Fintype G] in
/-- The character of a unitary representation has modulus at most its dimension. -/
theorem norm_character_le_dim [Group G] {n : ℕ} (D : G →* Matrix.unitaryGroup (Fin n) ℂ)
    (g : G) : ‖Matrix.trace (D g : Matrix (Fin n) (Fin n) ℂ)‖ ≤ (n : ℝ) := by
  calc ‖Matrix.trace (D g : Matrix (Fin n) (Fin n) ℂ)‖
      ≤ ∑ i, ‖(D g : Matrix (Fin n) (Fin n) ℂ) i i‖ := norm_sum_le _ _
    _ ≤ ∑ _i : Fin n, (1 : ℝ) :=
        Finset.sum_le_sum fun i _ => entry_norm_bound_of_unitary (D g).2 i i
    _ = (n : ℝ) := by simp
```

The direct product is the Kronecker product `⊗ₖ`, with $\mathrm{tr}(A\otimes B)=\mathrm{tr}A\;\mathrm{tr}B$. Its character is therefore $\chi_a\chi_b$, and the dimensions serve as the bounds $d_k$. Orthonormality and the expansion of the product character remain assumptions.

```lean
/-- For unitary representations with orthonormal characters, species `c` occurs in the Kronecker
product of `a` and `b` at most as often as the smallest of the three dimensions. -/
theorem kronecker_multiplicity_le_min [Group G] [Fintype ι] [DecidableEq ι] (d : ι → ℕ)
    (D : ∀ k, G →* Matrix.unitaryGroup (Fin (d k)) ℂ)
    (hχ : RowsOrthonormal fun k g => Matrix.trace (D k g : Matrix (Fin (d k)) (Fin (d k)) ℂ))
    (a b c : ι) (m : ι → ℕ)
    (hm : ∀ g, Matrix.trace ((D a g : Matrix (Fin (d a)) (Fin (d a)) ℂ) ⊗ₖ
        (D b g : Matrix (Fin (d b)) (Fin (d b)) ℂ))
      = ∑ k, (m k : ℂ) * Matrix.trace (D k g : Matrix (Fin (d k)) (Fin (d k)) ℂ)) :
    m c ≤ min (d a) (min (d b) (d c)) :=
  multiplicity_le_min hχ d (fun k g => norm_character_le_dim (D k) g) a b c m
    (fun g => by rw [← hm g, Matrix.trace_kronecker])
```

## Three permuted objects

The permutations of three objects form the same abstract group as $C_{3v}$. The rows below, numbered 0, 1, 2, correspond to $A_1$, $A_2$ and $E$.

```lean
/-- Three functions on the permutations of three objects: the constant 1, the sign, and the
number of fixed objects minus one. -/
def permTable : Fin 3 → Equiv.Perm (Fin 3) → ℤ :=
  ![fun _ => 1, fun σ => (Equiv.Perm.sign σ : ℤ), fun σ => (∑ i, if σ i = i then 1 else 0) - 1]
```

In a calculation, the average is summed over classes. With class sizes 1, 2, 3 (identity, rotations, reflections), $E$ has characters $2,-1,0$, and in $E\otimes E$

$$m_{A_1}=m_{A_2}=\frac{4+2}{6}=1,\qquad m_E=\frac{8-2}{6}=1.$$

The bounds are 1, 1 and 2. A program that reduces products this way can compare each $m_c$ with its bound, and a larger value shows an error in the input or the sum, such as a wrong table entry or class size, or a row that is not irreducible over the complex numbers.

The theorem confirms orthonormality, the bounds 1, 1, 2 on the rows and the decomposition of the squared last row. `decide +kernel` checks the integer identities and bounds over all six permutations, and the rest carries them over to complex numbers.

```lean
/-- The table for three permuted objects has orthonormal rows bounded by 1, 1, 2, and the square
of its last row is the sum of all three rows. -/
theorem permTable_witness :
    RowsOrthonormal (fun k σ => (permTable k σ : ℂ)) ∧
    (∀ k σ, ‖(permTable k σ : ℂ)‖ ≤ ((![1, 1, 2] : Fin 3 → ℕ) k : ℝ)) ∧
    ∀ σ, (permTable 2 σ : ℂ) * (permTable 2 σ : ℂ)
      = ∑ k, ((1 : ℕ) : ℂ) * (permTable k σ : ℂ) := by
  -- all three facts are finite checks on integers
  have ho : ∀ j k, ∑ σ, permTable j σ * permTable k σ = if j = k then 6 else 0 := by
    decide +kernel
  have hb : ∀ k σ, |permTable k σ| ≤ (((![1, 1, 2] : Fin 3 → ℕ) k : ℕ) : ℤ) := by
    decide +kernel
  have hp : ∀ σ, permTable 2 σ * permTable 2 σ = ∑ k, permTable k σ := by
    decide +kernel
  have hc : Fintype.card (Equiv.Perm (Fin 3)) = 6 := by decide +kernel
  refine ⟨?_, ?_, ?_⟩
  · intro j k
    have h := congrArg (Int.cast : ℤ → ℂ) (ho j k)
    push_cast at h
    simp only [groupAvg, map_intCast, hc]
    rw [h]
    split_ifs <;> norm_num
  · intro k σ
    rw [Complex.norm_intCast]
    exact_mod_cast hb k σ
  · intro σ
    simp only [Nat.cast_one, one_mul]
    exact_mod_cast hp σ

end

end DirectProductMultiplicity
```

```lean
#print axioms DirectProductMultiplicity.bound_attained
-- 'DirectProductMultiplicity.bound_attained' depends on axioms: [propext, Classical.choice, Quot.sound]
#print axioms DirectProductMultiplicity.kronecker_multiplicity_le_min
-- 'DirectProductMultiplicity.kronecker_multiplicity_le_min' depends on axioms: [propext, Classical.choice, Quot.sound]
```
